# The Kane-Mele Pfaffian of two orthonormal states: when it vanishes and when it has modulus one

Let \(H\) be a complex inner product space, with \(\langle x,y\rangle\) conjugate-linear in \(x\) and linear in \(y\). Time reversal for a system of half-integer total spin, such as a single electron, is a conjugate-linear map \(T\) on \(H\) with

\[
\langle Tx,Ty\rangle=\langle y,x\rangle ,\qquad T(Tx)=-x .
\]

A band state here is the cell-periodic part of a Bloch state, and the two states compared belong to the same crystal momentum. For two band states \(u,v\), write \(E\) for their complex span and \(p=\langle u,Tv\rangle\) for their Pfaffian. The name fits because the matrix of overlaps \(\langle u_i,Tu_j\rangle\), with \(u_1=u\) and \(u_2=v\), is antisymmetric, and the Pfaffian of an antisymmetric \(2\times2\) matrix is its upper right entry.

If \(u,v\) are orthonormal, then \(|p|\le 1\). Moreover \(|p|=1\) exactly when \(T(E)=E\), and \(p=0\) exactly when \(T(E)\) is orthogonal to \(E\).

In the Lean file, the arrow `→ₛₗ[starRingEnd ℂ]` makes \(T\) conjugate-linear, and `IsKramers` holds the two displayed conditions. The file assumes neither a dimension for \(H\) nor completeness, although a finite-dimensional \(H\) with such a \(T\) always has even dimension.

```lean
import Mathlib

open scoped InnerProductSpace ComplexConjugate

namespace KaneMelePfaffian

noncomputable section

variable {H : Type*} [NormedAddCommGroup H] [InnerProductSpace ℂ H]

/-- A time reversal of half-integer spin type: a conjugate-linear map that conjugates
inner products and squares to minus one. -/
structure IsKramers (T : H →ₛₗ[starRingEnd ℂ] H) : Prop where
  inner_map : ∀ x y, ⟪T x, T y⟫_ℂ = ⟪y, x⟫_ℂ
  sq : ∀ x, T (T x) = -x

/-- The Kane-Mele Pfaffian of two band states: the overlap of the first with the time
reverse of the second. -/
def pfaffian (T : H →ₛₗ[starRingEnd ℂ] H) (u v : H) : ℂ := ⟪u, T v⟫_ℂ

/-- The space spanned by two band states. -/
abbrev bandPlane (u v : H) : Submodule ℂ H := Submodule.span ℂ {u, v}
```

For non-interacting electrons with two occupied bands, \(|p|\) at a given crystal momentum measures how close the plane of occupied cell-periodic states is to being its own time reverse. Full Bloch states would not serve here: time reversal takes momentum \(k\) to \(-k\), so their overlap vanishes unless the two momenta are equivalent. The Kane-Mele \(\mathbb Z_2\) index of a two-dimensional time-reversal-invariant insulator with two occupied bands is obtained from the zeros of \(p\) across half the Brillouin zone; the theorem here treats one pair of states and has no momentum dependence.

Each hypothesis is taken in turn below. The examples of what fails without it are short arguments in the prose, separate from the Lean file.

## Antiunitarity keeps norms and bounds the overlap

The condition `inner_map` says that time reversal preserves transition probabilities while conjugating amplitudes. Setting \(y=x\) gives \(\|Tx\|=\|x\|\). For normalised states, Cauchy-Schwarz then yields

\[
|p|=|\langle u,Tv\rangle|\le\|u\|\,\|Tv\|=\|u\|\,\|v\|=1 .
\]

The norm statement is `norm_map`, proved by writing both norms as square roots of inner products.

```lean
variable {T : H →ₛₗ[starRingEnd ℂ] H}

/-- Time reversal preserves the norm of a state. -/
theorem IsKramers.norm_map (hT : IsKramers T) (x : H) : ‖T x‖ = ‖x‖ := by
  rw [norm_eq_sqrt_re_inner (𝕜 := ℂ) (T x), norm_eq_sqrt_re_inner (𝕜 := ℂ) x,
    hT.inner_map]
```

Without this condition the bound can fail. On \(\mathbb C^2\), take the conjugate-linear map with \(Te_1=2e_2\) and \(Te_2=-\tfrac12e_1\). It squares to \(-1\), but \(\langle e_2,Te_1\rangle=2\).

## \(T^2=-1\) makes the overlap antisymmetric

The condition `sq` expresses half-integer total spin, as for a single electron; it is the source of Kramers degeneracy. Apply antiunitarity to the pair \(Tv,u\):

\[
\langle u,Tv\rangle=\langle T(Tv),Tu\rangle=-\langle v,Tu\rangle .
\]

This is `pfaffian_swap`. With \(v=u\) it gives \(2\langle u,Tu\rangle=0\), so every state is orthogonal to its time reverse, which is `pfaffian_self`.

```lean
/-- The Pfaffian changes sign when the two states are exchanged. -/
theorem IsKramers.pfaffian_swap (hT : IsKramers T) (u v : H) :
    pfaffian T u v = -pfaffian T v u := by
  have h := hT.inner_map (T v) u
  rw [hT.sq, inner_neg_left] at h
  exact h.symm

/-- Every state is orthogonal to its own time reverse. -/
theorem IsKramers.pfaffian_self (hT : IsKramers T) (u : H) : pfaffian T u u = 0 := by
  have h := hT.pfaffian_swap u u
  linear_combination (1 / 2 : ℂ) * h
```

Now let \(x=au+bv\) and \(y=cu+dv\). Since \(Ty=\bar c\,Tu+\bar d\,Tv\),

\[
\begin{aligned}
\langle x,Ty\rangle
&=\bar a\bar c\langle u,Tu\rangle+\bar a\bar d\langle u,Tv\rangle
+\bar b\bar c\langle v,Tu\rangle+\bar b\bar d\langle v,Tv\rangle\\
&=\overline{(ad-bc)}\;p .
\end{aligned}
\]

If \(p=0\), every overlap between \(E\) and \(T(E)\) vanishes. Conversely, if they all vanish, then so does the particular overlap \(p\). This criterion needs neither normalisation nor orthogonality of \(u,v\).

In Lean, `simp only` expands the inner product and inserts the two vanishing diagonal terms and the sign change; `ring` collects the determinant.

```lean
/-- Under a linear change of the two band states the Pfaffian is multiplied by the complex
conjugate of the determinant of the change. -/
theorem IsKramers.pfaffian_change_basis (hT : IsKramers T) (u v : H) (a b c d : ℂ) :
    pfaffian T (a • u + b • v) (c • u + d • v)
      = conj (a * d - b * c) * pfaffian T u v := by
  have huu : ⟪u, T u⟫_ℂ = 0 := hT.pfaffian_self u
  have hvv : ⟪v, T v⟫_ℂ = 0 := hT.pfaffian_self v
  have hvu : ⟪v, T u⟫_ℂ = -⟪u, T v⟫_ℂ := hT.pfaffian_swap v u
  simp only [pfaffian, map_add, LinearMap.map_smulₛₗ, inner_add_left, inner_add_right,
    inner_smul_left, inner_smul_right, huu, hvv, hvu, map_sub, map_mul]
  ring
```

If \(T^2=+1\), as for spinless particles, both criteria fail. For complex conjugation on \(\mathbb C^2\) with \(u=e_1\), \(v=e_2\), one finds \(p=0\) although \(T(E)=E\).

## Normalisation turns \(|p|=1\) into a statement about directions

The hypotheses `hu` and `hv` say that each band state has total probability one. They fix the scale of \(p\): doubling \(u\) doubles \(|p|\) without changing \(E\), so without them the value one has no geometric meaning.

Remove from \(Tv\) its component along \(u\):

\[
\|Tv-pu\|^2=\|Tv\|^2-2\,\mathrm{Re}\bigl(p\,\langle Tv,u\rangle\bigr)+|p|^2\|u\|^2
=1-2|p|^2+|p|^2=1-|p|^2 ,
\]

because \(\langle Tv,u\rangle=\bar p\). If \(|p|=1\), the remainder is zero and \(Tv=pu\).

The step `key` in `residual_norm_sq` is the identity \(\mathrm{Re}(p\bar p)=|p|^2\). The lemma `map_eq_smul` then passes from zero squared norm to equality of vectors.

```lean
/-- For normalised states, the part of the time reverse of `v` that is left after removing
its component along `u` has squared norm one minus the squared modulus of the Pfaffian. -/
theorem IsKramers.residual_norm_sq (hT : IsKramers T) {u v : H}
    (hu : ‖u‖ = 1) (hv : ‖v‖ = 1) :
    ‖T v - pfaffian T u v • u‖ ^ 2 = 1 - ‖pfaffian T u v‖ ^ 2 := by
  have key : RCLike.re (⟪u, T v⟫_ℂ * ⟪T v, u⟫_ℂ) = ‖⟪u, T v⟫_ℂ‖ ^ 2 := by
    rw [← inner_conj_symm (T v) u, Complex.mul_conj, Complex.normSq_eq_norm_sq]
    exact Complex.ofReal_re _
  unfold pfaffian
  rw [norm_sub_sq (𝕜 := ℂ), inner_smul_right, key, norm_smul, hT.norm_map, hu, hv]
  ring

/-- If the Pfaffian of two normalised states has modulus one, the time reverse of the second
is the first multiplied by the Pfaffian. -/
theorem IsKramers.map_eq_smul (hT : IsKramers T) {u v : H}
    (hu : ‖u‖ = 1) (hv : ‖v‖ = 1) (hp : ‖pfaffian T u v‖ = 1) :
    T v = pfaffian T u v • u := by
  have h := hT.residual_norm_sq hu hv
  have h0 : ‖T v - pfaffian T u v • u‖ ^ 2 = 0 := by
    rw [h, hp]; norm_num
  exact sub_eq_zero.1 (norm_eq_zero.1 ((pow_eq_zero_iff two_ne_zero).1 h0))
```

The exchanged pair has Pfaffian \(-p\), also of modulus one, so \(Tu=-pv\). Therefore

\[
T(au+bv)=\bar b\,p\,u-\bar a\,p\,v\in E .
\]

The map is onto \(E\) because each \(x\in E\) equals \(T(-Tx)\), and \(-Tx\) lies in \(E\).

## Orthogonality is needed for the converse

The hypothesis `huv` says that the two band states are orthogonal, as distinct members of an orthonormal set of occupied states are. It enters only in showing that an invariant plane has \(|p|=1\).

Suppose \(T(E)=E\). Then \(Tv=au+bv\) for some \(a,b\). Taking the inner product with \(v\) and using \(\langle v,u\rangle=0\) gives \(b=\langle v,Tv\rangle=0\). Hence \(Tv=au\), norm preservation gives \(|a|=1\), and \(p=\langle u,au\rangle=a\).

Without orthogonality this direction fails. Let \(e_1,e_2\) be an orthonormal basis of an invariant plane, and take \(u=e_1\), \(v=\cos\theta\,e_1+\sin\theta\,e_2\) with \(0<\theta<\pi/2\). The plane is unchanged, but the determinant rule gives \(|p|=\sin\theta<1\).

The theorem states the bound and the two equivalences together. `T '' (bandPlane u v : Set H)` is the set of all time reverses of states in \(E\), and "onto itself" is equality of that set with \(E\). Orthogonality of \(T(E)\) to \(E\) is the vanishing of \(\langle x,Ty\rangle\) for all \(x,y\in E\).

The `refine` line splits the proof into five parts and settles one of them at once: if all overlaps vanish, so does \(p\). The remaining bullets follow the arguments above, with `Submodule.mem_span_pair` supplying the coefficients of a vector in the plane.

```lean
/-- For two orthonormal band states the Pfaffian has modulus at most one. The modulus is one
exactly when time reversal maps the band plane onto itself, and zero exactly when it maps
the band plane into states orthogonal to that plane. -/
theorem kane_mele_pfaffian (hT : IsKramers T) {u v : H}
    (hu : ‖u‖ = 1) (hv : ‖v‖ = 1) (huv : ⟪u, v⟫_ℂ = 0) :
    ‖pfaffian T u v‖ ≤ 1 ∧
    (‖pfaffian T u v‖ = 1 ↔ T '' (bandPlane u v : Set H) = (bandPlane u v : Set H)) ∧
    (pfaffian T u v = 0 ↔ ∀ x ∈ bandPlane u v, ∀ y ∈ bandPlane u v, ⟪x, T y⟫_ℂ = 0) := by
  have hum : u ∈ bandPlane u v := Submodule.subset_span (by simp)
  have hvm : v ∈ bandPlane u v := Submodule.subset_span (by simp)
  refine ⟨?_, ⟨fun hp => ?_, fun h => ?_⟩, ⟨fun hp x hx y hy => ?_, fun h => h u hum v hvm⟩⟩
  · -- Cauchy-Schwarz
    have h := norm_inner_le_norm (𝕜 := ℂ) u (T v)
    rw [hT.norm_map, hu, hv, mul_one] at h
    exact h
  · -- modulus one: each basis state is sent to a multiple of the other
    have hTv := hT.map_eq_smul hu hv hp
    have hp' : ‖pfaffian T v u‖ = 1 := by
      rw [hT.pfaffian_swap v u, norm_neg]; exact hp
    have hTu := hT.map_eq_smul hv hu hp'
    have into : ∀ x ∈ bandPlane u v, T x ∈ bandPlane u v := by
      intro x hx
      obtain ⟨a, b, rfl⟩ := Submodule.mem_span_pair.1 hx
      rw [map_add, LinearMap.map_smulₛₗ, LinearMap.map_smulₛₗ, hTu, hTv]
      exact Submodule.mem_span_pair.2
        ⟨conj b * pfaffian T u v, conj a * pfaffian T v u, by module⟩
    apply Set.Subset.antisymm
    · rintro _ ⟨x, hx, rfl⟩
      exact into x hx
    · -- the preimage of x is -T x, because T squares to minus one
      intro x hx
      exact ⟨-T x, Submodule.neg_mem _ (into x hx), by rw [map_neg, hT.sq, neg_neg]⟩
  · -- invariant plane: T v has no component along v, so it is a phase times u
    have hm : T v ∈ (bandPlane u v : Set H) := by
      rw [← h]; exact ⟨v, hvm, rfl⟩
    obtain ⟨a, b, hab⟩ := Submodule.mem_span_pair.1 hm
    have hvu : ⟪v, u⟫_ℂ = 0 := inner_eq_zero_symm.1 huv
    have huu : ⟪u, u⟫_ℂ = 1 := by rw [inner_self_eq_norm_sq_to_K, hu]; simp
    have hvv : ⟪v, v⟫_ℂ = 1 := by rw [inner_self_eq_norm_sq_to_K, hv]; simp
    have hb : b = 0 := by
      have h0 : ⟪v, T v⟫_ℂ = 0 := hT.pfaffian_self v
      rw [← hab, inner_add_right, inner_smul_right, inner_smul_right, hvu, hvv] at h0
      simpa using h0
    have ha := hT.norm_map v
    rw [← hab, hb, zero_smul, add_zero, norm_smul, hu, hv, mul_one] at ha
    rw [pfaffian, ← hab, hb, zero_smul, add_zero, inner_smul_right, huu, mul_one]
    exact ha
  · -- for x, y in the plane, ⟪x, T y⟫ is a conjugated determinant times the Pfaffian
    obtain ⟨a, b, rfl⟩ := Submodule.mem_span_pair.1 hx
    obtain ⟨c, d, rfl⟩ := Submodule.mem_span_pair.1 hy
    have h := hT.pfaffian_change_basis u v a b c d
    rw [hp, mul_zero] at h
    exact h
```

## Two orbitals with spin, in numbers

For two orbitals with spin one half, `spinFlip` acts on each spin pair as \((x_\uparrow,x_\downarrow)\mapsto(-\bar x_\downarrow,\bar x_\uparrow)\), which is \(-i\sigma_y\) after complex conjugation. Lean numbers the four components from 0 to 3.

```lean
/-- Time reversal for two orbitals with spin one half, with components ordered as
(orbital 1 up, orbital 1 down, orbital 2 up, orbital 2 down). -/
def spinFlip : EuclideanSpace ℂ (Fin 4) →ₛₗ[starRingEnd ℂ] EuclideanSpace ℂ (Fin 4) where
  toFun x := WithLp.toLp 2 ![-conj (x 1), conj (x 0), -conj (x 3), conj (x 2)]
  map_add' x y := by
    ext i
    fin_cases i <;> simp <;> ring
  map_smul' a x := by
    ext i
    fin_cases i <;> simp
```

Take \(u=(1,0,0,0)\) and \(v=(0,\tfrac35,\tfrac45,0)\), which are orthonormal. Then

\[
Tv=\bigl(-\tfrac35,0,0,\tfrac45\bigr),\qquad p=\langle u,Tv\rangle=-\tfrac35 .
\]

The remainder \(Tv-pu=(0,0,0,\tfrac45)\) has squared norm \(\tfrac{16}{25}=1-\tfrac{9}{25}\), as required. This plane is neither invariant under \(T\) nor orthogonal to its time reverse.

The last theorem covers the whole family \(v=(0,c,s,0)\) with real \(c^2+s^2=1\). It checks that `spinFlip` satisfies `IsKramers`, that the states are orthonormal, and that \(p=-c\). The choices \(c=\pm1\) give modulus one, and \(c=0\) gives zero.

```lean
/-- The two-orbital spin flip is a time reversal squaring to minus one, and the orthonormal
states `(1,0,0,0)` and `(0,c,s,0)` with `c² + s² = 1` have Pfaffian `-c`. -/
theorem spinFlip_witness (c s : ℝ) (h : c ^ 2 + s ^ 2 = 1) :
    IsKramers spinFlip ∧
    ‖(!₂[1, 0, 0, 0] : EuclideanSpace ℂ (Fin 4))‖ = 1 ∧
    ‖(!₂[0, (c : ℂ), (s : ℂ), 0] : EuclideanSpace ℂ (Fin 4))‖ = 1 ∧
    ⟪(!₂[1, 0, 0, 0] : EuclideanSpace ℂ (Fin 4)), !₂[0, (c : ℂ), (s : ℂ), 0]⟫_ℂ = 0 ∧
    pfaffian spinFlip !₂[1, 0, 0, 0] !₂[0, (c : ℂ), (s : ℂ), 0] = -(c : ℂ) := by
  refine ⟨⟨fun x y => ?_, fun x => ?_⟩, ?_, ?_, ?_, ?_⟩
  · simp [spinFlip, PiLp.inner_apply, Fin.sum_univ_four]
    ring
  · ext i
    fin_cases i <;> simp [spinFlip]
  · simp [EuclideanSpace.norm_eq, Fin.sum_univ_four]
  · simp [EuclideanSpace.norm_eq, Fin.sum_univ_four, h]
  · simp [PiLp.inner_apply, Fin.sum_univ_four]
  · simp [pfaffian, spinFlip, PiLp.inner_apply, Fin.sum_univ_four]

end

end KaneMelePfaffian
```

```lean
#print axioms KaneMelePfaffian.kane_mele_pfaffian
-- 'KaneMelePfaffian.kane_mele_pfaffian' depends on axioms: [propext, Classical.choice, Quot.sound]
```

## Evaluating the Pfaffian from computed eigenvectors

In a tight-binding code with orthonormal orbitals, \(u\) and \(v\) are eigenvectors of the Bloch Hamiltonian at one crystal momentum. Time reversal can be represented by complex conjugation followed by a unitary matrix \(U\), that is \(Tv=U\bar v\), so \(p=u^\dagger U\bar v\). In NumPy this is `np.vdot(u, U @ v.conj())`, since `vdot` conjugates its first argument.

A diagonalisation routine fixes the two occupied eigenvectors only up to phases, or up to a unitary \(2\times2\) mixing if they are degenerate. By the determinant rule, such a change multiplies \(p\) by a phase. For a given Bloch Hamiltonian, the modulus \(|p|\) and the zeros of \(p\) are therefore safe to compare between runs, while the phase of \(p\) depends on the basis returned. The runs must also share one convention for the Bloch phases: including the orbital positions in them, or leaving them out, multiplies the eigenvector components by momentum-dependent phases, which can change \(|p|\).
